# Intercombination line strength from the level shift in a two-state triplet–singlet model

Let a triplet state at energy $0$ and a singlet state at energy $D>0$ be mixed by a spin-orbit matrix element $b\neq0$, and let $E_-<E_+$ be the resulting levels. The singlet weights $s_-$ and $s_+$ of their normalised eigenvectors satisfy

$$s_-+s_+=1,\qquad \frac{s_-}{s_+}=-\frac{E_-}{E_+},\qquad \frac{|b|^2}{D^2+4|b|^2}<s_-<\frac{|b|^2}{D^2}.$$

If only the singlet component has a dipole matrix element with the ground state, the line strengths $S_-$ (intercombination) and $S_+$ (resonance) have the ratio

$$\frac{S_-}{S_+}=\frac{-E_-}{D-E_-}.$$

## Intensity borrowed from the singlet

The electric dipole operator does not act on spin, so a pure triplet has no dipole transition to a singlet ground state. Spin-orbit coupling mixes the triplet with a singlet of the same total angular momentum, and the nominal triplet then radiates through its singlet component. In the basis (triplet, singlet) the Hamiltonian is

$$H=\begin{pmatrix}0&b\\ b^*&D\end{pmatrix}.$$

The coupling $b$ is a given number here, standing for the spin-orbit matrix element between the two unmixed states. The gap $D$ is also that of the unmixed states; the gap between the mixed levels is larger. Within this two-state model, which ignores all other excited states, the level shift and $D$ together fix the ratio of the two line strengths.

## The model as Lean objects

The matrix is `hamiltonian b D`, with `b` complex and `D` real. A state is a function `v : Fin 2 → ℂ`, where `v 0` is the triplet component and `v 1` the singlet component. The predicate `IsEigenstate b D E v` says that $Hv=Ev$ with real $E$ and that $|v_0|^2+|v_1|^2=1$. The number `singletWeight v` is $|v_1|^2$.

The dipole is given by three complex numbers $\mu_k$, $k=0,1,2$, its Cartesian matrix elements between the ground state and the pure singlet. The definition `lineStrength` is $\sum_k|\mu_kv_1|^2$; the zero in `![0, μ k]` is the spin selection rule, which is assumed.

The main theorems take two eigenstates `vm` and `vp` with energies `Em < Ep`, which stand for $E_-<E_+$:

- `singlet_weights` assumes $D>0$ and $b\neq0$, and gives the sum, the ratio and the upper bound.
- `singlet_weight_lower` gives the lower bound under the same assumptions.
- `lineStrength_ratio` assumes $D>0$ and that some $\mu_k$ is nonzero. It allows $b=0$, where both sides vanish.

At $b=0$ the lower level is the pure triplet, and both strict bounds would read $0<0$. For $b\neq0$, `level_iff` shows that the eigenstates exist and gives their energies.

The line strength refers to one mixed state and one ground state. A ratio of spontaneous emission rates would also contain the cubes of the transition frequencies.

## Two levels from the component equations

Written in components, $Hv=Ev$ is

$$b\,v_1=E\,v_0,\qquad b^*v_0+D\,v_1=E\,v_1.$$

Multiply the second equation by $b$ and replace $bv_1$ by $Ev_0$. This gives $|b|^2v_0+DEv_0=E^2v_0$. Multiply the first by $b^*$ and replace $b^*v_0$ by $(E-D)v_1$. This gives $|b|^2v_1=E(E-D)v_1$. Hence $E^2-DE-|b|^2$ annihilates both components, and since $v\neq0$,

$$E^2-DE=|b|^2,\qquad E_\pm=\tfrac12\left(D\pm\sqrt{D^2+4|b|^2}\right).$$

Conversely, for $b\neq0$ each root $E$ has the normalised eigenvector

$$v=\frac{1}{\sqrt{|b|^2+E^2}}\begin{pmatrix}b\\E\end{pmatrix}.$$

The first component equation becomes $bE=Eb$, and the second becomes $|b|^2+DE=E^2$.

Subtracting the secular equations of the two levels gives $(E_--E_+)(E_-+E_+-D)=0$, so

$$E_-+E_+=D,\qquad |b|^2=E_-(E_--D)=-E_-E_+.$$

For $b\neq0$ the product of the levels is negative, so $E_-<0<E_+$. The singlet moves up by $E_+-D=-E_-$, exactly as far as the triplet moves down.

## Singlet weights from the energies

Let $s=|v_1|^2$, so that $|v_0|^2=1-s$. The squared moduli of the component equations are

$$|b|^2s=E^2(1-s),\qquad |b|^2(1-s)=(E-D)^2s.$$

Their sum is $|b|^2=E^2+s(D^2-2DE)$. Inserting $|b|^2=E^2-DE$ and dividing by $D$ gives

$$s\,(2E-D)=E.$$

With $D=E_-+E_+$, the factor $2E-D$ is $E_--E_+$ for the lower level and $E_+-E_-$ for the upper one. Therefore

$$s_-=\frac{-E_-}{E_+-E_-},\qquad s_+=\frac{E_+}{E_+-E_-}.$$

The sum is $1$ and the ratio is $-E_-/E_+$.

## Bounds on the admixture

In terms of the levels, the upper bound reads

$$\frac{-E_-}{E_+-E_-}<\frac{-E_-E_+}{(E_-+E_+)^2}.$$

Dividing by $-E_->0$ and clearing the positive denominators leaves $(E_-+E_+)^2<E_+(E_+-E_-)$, which is $E_-(E_-+3E_+)<0$. This is true because $E_-<0$ and $E_-+3E_+=D+2E_+>0$.

For the lower bound, note that $D^2+4|b|^2=(E_-+E_+)^2-4E_-E_+=(E_+-E_-)^2$. The claim

$$\frac{-E_-E_+}{(E_+-E_-)^2}<\frac{-E_-}{E_+-E_-}$$

reduces to $E_+<E_+-E_-$, which is true because $E_-<0$.

The perturbative estimate $|b|^2/D^2$ is thus always too large, by a factor of less than $1+4|b|^2/D^2$.

## The ratio of line strengths

The dipole sees only $v_1$, so

$$S=\sum_k|\mu_kv_1|^2=\Big(\sum_k|\mu_k|^2\Big)s.$$

The bracket is the same for both lines and is positive when some $\mu_k\neq0$. It cancels in the ratio, which leaves

$$\frac{S_-}{S_+}=\frac{s_-}{s_+}=\frac{-E_-}{E_+}=\frac{-E_-}{D-E_-}.$$

## The complete Lean file

```lean
import Mathlib

open Matrix ComplexConjugate

namespace IntercombinationLine

noncomputable section

/-- The Hamiltonian of a triplet at energy `0` and a singlet at energy `D`, mixed by a
spin-orbit matrix element `b`. Component `0` is the triplet, component `1` the singlet. -/
def hamiltonian (b : ℂ) (D : ℝ) : Matrix (Fin 2) (Fin 2) ℂ :=
  !![0, b; conj b, (D : ℂ)]

/-- The state `v` is a normalised eigenvector of the Hamiltonian with energy `E`. -/
def IsEigenstate (b : ℂ) (D E : ℝ) (v : Fin 2 → ℂ) : Prop :=
  hamiltonian b D *ᵥ v = (E : ℂ) • v ∧ ‖v 0‖ ^ 2 + ‖v 1‖ ^ 2 = 1

/-- The singlet weight of a state: the squared modulus of its singlet component. -/
def singletWeight (v : Fin 2 → ℂ) : ℝ := ‖v 1‖ ^ 2

/-- The line strength from the state `v` to a singlet ground state, summed over the Cartesian
components of the dipole. The dipole has matrix elements `μ k` with the pure singlet and
zero with the pure triplet. -/
def lineStrength (μ : Fin 3 → ℂ) (v : Fin 2 → ℂ) : ℝ :=
  ∑ k, ‖![0, μ k] ⬝ᵥ v‖ ^ 2

/-- The eigenvalue equation written out in its triplet and singlet components. -/
theorem eigen_iff (b : ℂ) (D E : ℝ) (v : Fin 2 → ℂ) :
    hamiltonian b D *ᵥ v = (E : ℂ) • v ↔
      b * v 1 = E * v 0 ∧ conj b * v 0 + D * v 1 = E * v 1 := by
  simp [funext_iff, Fin.forall_fin_two, hamiltonian, dotProduct,
    Fin.sum_univ_two]

/-- The energy of every eigenstate solves the secular equation `E² - D E = |b|²`. -/
theorem secular {b : ℂ} {D E : ℝ} {v : Fin 2 → ℂ} (h : IsEigenstate b D E v) :
    E ^ 2 - D * E = ‖b‖ ^ 2 := by
  obtain ⟨h0, h1⟩ := (eigen_iff b D E v).1 h.1
  have hb : b * conj b = (‖b‖ : ℂ) ^ 2 := by
    rw [Complex.mul_conj, Complex.normSq_eq_norm_sq]
    push_cast
    rfl
  -- the secular polynomial annihilates both components
  have c0 : ((E ^ 2 - D * E - ‖b‖ ^ 2 : ℝ) : ℂ) * v 0 = 0 := by
    push_cast
    linear_combination (-b) * h1 + ((D : ℂ) - E) * h0 + v 0 * hb
  have c1 : ((E ^ 2 - D * E - ‖b‖ ^ 2 : ℝ) : ℂ) * v 1 = 0 := by
    push_cast
    linear_combination (-(conj b)) * h0 - (E : ℂ) * h1 + v 1 * hb
  by_contra hne
  have hc : ((E ^ 2 - D * E - ‖b‖ ^ 2 : ℝ) : ℂ) ≠ 0 :=
    Complex.ofReal_ne_zero.2 (sub_ne_zero.2 hne)
  have z0 := (mul_eq_zero.1 c0).resolve_left hc
  have z1 := (mul_eq_zero.1 c1).resolve_left hc
  have hn := h.2
  rw [z0, z1] at hn
  norm_num at hn

/-- For nonzero coupling, each root `E` of the secular equation has the normalised eigenvector
proportional to `(b, E)`. -/
theorem explicit_eigenstate {b : ℂ} {D E : ℝ} (hb : b ≠ 0)
    (hE : E ^ 2 - D * E = ‖b‖ ^ 2) :
    IsEigenstate b D E
      ![b / (√(‖b‖ ^ 2 + E ^ 2) : ℝ), (E : ℂ) / (√(‖b‖ ^ 2 + E ^ 2) : ℝ)] := by
  have hn : 0 < ‖b‖ := norm_pos_iff.2 hb
  have hpos : 0 < ‖b‖ ^ 2 + E ^ 2 := by positivity
  have hc : b * conj b = (E : ℂ) ^ 2 - D * E := by
    rw [Complex.mul_conj, Complex.normSq_eq_norm_sq, ← hE]
    push_cast
    rfl
  refine ⟨(eigen_iff _ _ _ _).2 ⟨?_, ?_⟩, ?_⟩
  · change b * ((E : ℂ) / (√(‖b‖ ^ 2 + E ^ 2) : ℝ)) = E * (b / (√(‖b‖ ^ 2 + E ^ 2) : ℝ))
    ring
  · change conj b * (b / (√(‖b‖ ^ 2 + E ^ 2) : ℝ)) + D * ((E : ℂ) / (√(‖b‖ ^ 2 + E ^ 2) : ℝ))
      = E * ((E : ℂ) / (√(‖b‖ ^ 2 + E ^ 2) : ℝ))
    linear_combination (1 / ((√(‖b‖ ^ 2 + E ^ 2) : ℝ) : ℂ)) * hc
  · change ‖b / ((√(‖b‖ ^ 2 + E ^ 2) : ℝ) : ℂ)‖ ^ 2
      + ‖(E : ℂ) / ((√(‖b‖ ^ 2 + E ^ 2) : ℝ) : ℂ)‖ ^ 2 = 1
    simp only [norm_div, div_pow, Complex.norm_real, Real.norm_eq_abs, sq_abs]
    rw [Real.sq_sqrt hpos.le, ← add_div, div_self hpos.ne']

/-- For nonzero coupling, the energy levels are exactly `(D ± √(D² + 4|b|²)) / 2`. -/
theorem level_iff {b : ℂ} (D E : ℝ) (hb : b ≠ 0) :
    (∃ v, IsEigenstate b D E v) ↔
      E = (D - √(D ^ 2 + 4 * ‖b‖ ^ 2)) / 2 ∨ E = (D + √(D ^ 2 + 4 * ‖b‖ ^ 2)) / 2 := by
  have hr := Real.sq_sqrt (show 0 ≤ D ^ 2 + 4 * ‖b‖ ^ 2 by positivity)
  constructor
  · rintro ⟨v, hv⟩
    have hf : (E - (D - √(D ^ 2 + 4 * ‖b‖ ^ 2)) / 2)
        * (E - (D + √(D ^ 2 + 4 * ‖b‖ ^ 2)) / 2) = 0 := by
      linear_combination secular hv - hr / 4
    exact (mul_eq_zero.1 hf).imp sub_eq_zero.1 sub_eq_zero.1
  · rintro (h | h)
    · exact ⟨_, explicit_eigenstate hb (by rw [h]; linear_combination hr / 4)⟩
    · exact ⟨_, explicit_eigenstate hb (by rw [h]; linear_combination hr / 4)⟩

/-- Two distinct levels add up to the gap `D`, and their product is `-|b|²`. -/
theorem level_sum_prod {b : ℂ} {D Em Ep : ℝ} {vm vp : Fin 2 → ℂ} (hlt : Em < Ep)
    (hm : IsEigenstate b D Em vm) (hp : IsEigenstate b D Ep vp) :
    Em + Ep = D ∧ ‖b‖ ^ 2 = -(Em * Ep) := by
  have hs : Em + Ep = D := by
    apply mul_left_cancel₀ (sub_ne_zero.2 hlt.ne)
    linear_combination secular hm - secular hp
  exact ⟨hs, by linear_combination -secular hm + Em * hs⟩

/-- For a nonzero gap, the singlet weight `s` of an eigenstate with energy `E` obeys
`s (2E - D) = E`. -/
theorem weight_mul {b : ℂ} {D E : ℝ} {v : Fin 2 → ℂ} (hD : D ≠ 0)
    (h : IsEigenstate b D E v) : singletWeight v * (2 * E - D) = E := by
  obtain ⟨h0, h1⟩ := (eigen_iff b D E v).1 h.1
  have e1 : conj b * v 0 = ((E - D : ℝ) : ℂ) * v 1 := by
    push_cast
    linear_combination h1
  -- squared moduli of the two component equations
  have n0 := congrArg (fun z : ℂ => ‖z‖ ^ 2) h0
  have n1 := congrArg (fun z : ℂ => ‖z‖ ^ 2) e1
  simp only [norm_mul, mul_pow, RCLike.norm_conj, Complex.norm_real, Real.norm_eq_abs,
    sq_abs] at n0 n1
  have hp : ‖v 0‖ ^ 2 = 1 - ‖v 1‖ ^ 2 := by linarith [h.2]
  rw [← secular h, hp] at n0 n1
  unfold singletWeight
  apply mul_left_cancel₀ hD
  linear_combination n0 + n1

/-- For a nonzero gap, the energies of the two levels determine both singlet weights. -/
theorem weights_eq {b : ℂ} {D Em Ep : ℝ} {vm vp : Fin 2 → ℂ} (hD : D ≠ 0) (hlt : Em < Ep)
    (hm : IsEigenstate b D Em vm) (hp : IsEigenstate b D Ep vp) :
    singletWeight vm = -Em / (Ep - Em) ∧ singletWeight vp = Ep / (Ep - Em) := by
  obtain ⟨hs, -⟩ := level_sum_prod hlt hm hp
  have hd : Ep - Em ≠ 0 := sub_ne_zero.2 hlt.ne'
  constructor
  · rw [eq_div_iff hd]
    linear_combination -weight_mul hD hm + singletWeight vm * hs
  · rw [eq_div_iff hd]
    linear_combination weight_mul hD hp - singletWeight vp * hs

/-- For `D > 0` and nonzero coupling, the singlet weights of the lower and upper level add up
to one, have the ratio `-E₋/E₊`, and the lower one is less than `|b|²/D²`. -/
theorem singlet_weights {b : ℂ} {D Em Ep : ℝ} {vm vp : Fin 2 → ℂ} (hD : 0 < D) (hb : b ≠ 0)
    (hlt : Em < Ep) (hm : IsEigenstate b D Em vm) (hp : IsEigenstate b D Ep vp) :
    singletWeight vm + singletWeight vp = 1 ∧
      singletWeight vm / singletWeight vp = -Em / Ep ∧
      singletWeight vm < ‖b‖ ^ 2 / D ^ 2 := by
  obtain ⟨hs, hq⟩ := level_sum_prod hlt hm hp
  obtain ⟨wm, wp⟩ := weights_eq hD.ne' hlt hm hp
  have hd : 0 < Ep - Em := sub_pos.2 hlt
  have hEp : 0 < Ep := by linarith
  have hEm : Em ≠ 0 := by
    rintro rfl
    have : 0 < ‖b‖ ^ 2 := pow_pos (norm_pos_iff.2 hb) 2
    linarith
  rw [wm, wp]
  refine ⟨?_, div_div_div_cancel_right₀ hd.ne' _ _, ?_⟩
  · rw [← add_div, div_eq_one_iff_eq hd.ne']
    ring
  · rw [div_lt_div_iff₀ hd (pow_pos hD 2), hq]
    have k : 0 < Em ^ 2 * (2 * Ep + D) := by positivity
    rw [← hs] at k ⊢
    linarith

/-- For `D > 0` and nonzero coupling, the singlet weight of the lower level exceeds
`|b|²/(D² + 4|b|²)`. -/
theorem singlet_weight_lower {b : ℂ} {D Em Ep : ℝ} {vm vp : Fin 2 → ℂ} (hD : 0 < D)
    (hb : b ≠ 0) (hlt : Em < Ep) (hm : IsEigenstate b D Em vm)
    (hp : IsEigenstate b D Ep vp) :
    ‖b‖ ^ 2 / (D ^ 2 + 4 * ‖b‖ ^ 2) < singletWeight vm := by
  obtain ⟨hs, hq⟩ := level_sum_prod hlt hm hp
  have hd : 0 < Ep - Em := sub_pos.2 hlt
  have hEm : Em ≠ 0 := by
    rintro rfl
    have : 0 < ‖b‖ ^ 2 := pow_pos (norm_pos_iff.2 hb) 2
    linarith
  rw [(weights_eq hD.ne' hlt hm hp).1, div_lt_div_iff₀ (by positivity) hd, hq, ← hs]
  have k : 0 < Em ^ 2 * (Ep - Em) := by positivity
  linarith

/-- For `D > 0` and a nonzero singlet dipole, the ratio of intercombination to resonance line
strength is the downward shift `-E₋` of the triplet divided by `D - E₋`. -/
theorem lineStrength_ratio {b : ℂ} {D Em Ep : ℝ} {vm vp : Fin 2 → ℂ} {μ : Fin 3 → ℂ}
    (hD : 0 < D) (hμ : μ ≠ 0) (hlt : Em < Ep) (hm : IsEigenstate b D Em vm)
    (hp : IsEigenstate b D Ep vp) :
    lineStrength μ vm / lineStrength μ vp = -Em / (D - Em) := by
  -- the line strength is the dipole strength times the singlet weight
  have hl : ∀ v, lineStrength μ v = (∑ k, ‖μ k‖ ^ 2) * singletWeight v := by
    intro v
    simp [lineStrength, singletWeight, dotProduct, Fin.sum_univ_two, mul_pow, Finset.sum_mul]
  obtain ⟨k, hk⟩ := Function.ne_iff.1 hμ
  have hpos : 0 < ∑ k, ‖μ k‖ ^ 2 :=
    Finset.sum_pos' (fun i _ => by positivity)
      ⟨k, Finset.mem_univ k, pow_pos (norm_pos_iff.2 hk) 2⟩
  obtain ⟨hs, -⟩ := level_sum_prod hlt hm hp
  obtain ⟨wm, wp⟩ := weights_eq hD.ne' hlt hm hp
  have hE : D - Em = Ep := by linarith
  rw [hl, hl, mul_div_mul_left _ _ hpos.ne', wm, wp, hE,
    div_div_div_cancel_right₀ (sub_ne_zero.2 hlt.ne')]

end

end IntercombinationLine
```

```lean
#print axioms IntercombinationLine.level_iff
#print axioms IntercombinationLine.singlet_weights
#print axioms IntercombinationLine.singlet_weight_lower
#print axioms IntercombinationLine.lineStrength_ratio
```

```
'IntercombinationLine.level_iff' depends on axioms: [propext, Classical.choice, Quot.sound]
'IntercombinationLine.singlet_weights' depends on axioms: [propext, Classical.choice, Quot.sound]
'IntercombinationLine.singlet_weight_lower' depends on axioms: [propext, Classical.choice, Quot.sound]
'IntercombinationLine.lineStrength_ratio' depends on axioms: [propext, Classical.choice, Quot.sound]
```

## Levels in the code

The lemma `eigen_iff` turns the matrix equation into the two component equations; `simp` expands the matrix product. In `secular`, the statements `c0` and `c1` say that the secular polynomial annihilates $v_0$ and $v_1$. Each `linear_combination` lists the multiples of the component equations used above, together with `hb`, which is $bb^*=|b|^2$. If the polynomial were nonzero, both components would vanish, contradicting the normalisation.

The lemma `explicit_eigenstate` checks the vector proportional to $(b,E)$ in three steps: the two component equations and the norm. Then `level_iff` factors the secular polynomial into its two roots for one direction and supplies this vector for the other. The lemma `level_sum_prod` subtracts two secular equations and cancels the nonzero factor $E_--E_+$.

## Weights, bounds and ratio in the code

In `weight_mul`, `congrArg` applies the squared modulus to both component equations, giving `n0` and `n1`. After $|b|^2$ and $|v_0|^2$ have been eliminated, the final `linear_combination n0 + n1` is the addition made above, and `mul_left_cancel₀ hD` is the division by $D$. The lemma `weights_eq` inserts $D=E_-+E_+$ and solves for the two weights.

The theorem `singlet_weights` substitutes these expressions. For the upper bound, `div_lt_div_iff₀` clears the denominators, and the difference of the two sides is then $E_-^2(2E_++D)$, whose positivity is the statement `k`. This is the inequality derived above before the division by $-E_-$. In `singlet_weight_lower` the corresponding difference is $E_-^2(E_+-E_-)$. In both cases `linarith` completes the comparison.

In `lineStrength_ratio`, the statement `hl` factors the line strength into dipole strength times singlet weight, and `hpos` shows that the dipole strength is positive. The last rewriting cancels it, inserts the weights, replaces $D-E_-$ by $E_+$ and cancels the common denominator $E_+-E_-$.
